# Bounds on squared RPA frequencies from positive bounds on A+B and A−B

A Chebyshev expansion of a function of the RPA product matrix $(A-B)(A+B)$ can be set up on an interval known to contain its eigenvalues. For finite, real symmetric, frequency-independent $A$ and $B$, such an interval follows from bounds on the two factors. If

$$a I\le A+B\le a' I,\qquad b I\le A-B\le b' I,\qquad a,b>0,$$

then every squared frequency satisfies $ab\le\omega^2\le a'b'$. The same algebra covers adiabatic linear-response TDDFT and the static Bethe–Salpeter equation when their matrices meet these conditions.

Write $K=A+B$, $M=A-B$ and $\langle u,v\rangle=\sum_i u_iv_i$ for real vectors, with $|v|^2=\langle v,v\rangle$. The finite index type `n` labels the particle–hole pairs.

In Lean 4 with Mathlib:

```lean
import Mathlib

open Matrix

namespace RPAFrequencyBounds

noncomputable section

variable {n : Type*} [Fintype n] {a a' b b' : ℝ}
```

## Stability as a bound on quadratic forms

The inequality $cI\le S\le c'I$ means $c|v|^2\le\langle v,Sv\rangle\le c'|v|^2$ for every real $v$. `FormBounds c c' S` states exactly this; symmetry of $S$ is a separate hypothesis. In time-dependent Hartree–Fock theory with real orbitals, $A+B$ and $A-B$ govern the second-order energy change under real and imaginary orbital variations. There the conditions $a,b>0$ say that the Hartree–Fock state is stable against both, within the space of pairs considered. In other uses, such as the static Bethe–Salpeter equation, they are read simply as positivity conditions on the two matrices. This positivity is assumed, not derived.

```lean
/-- The semidefinite bounds `c I ≤ S ≤ c' I`, written as bounds on the quadratic form of `S`. -/
def FormBounds (c c' : ℝ) (S : Matrix n n ℝ) : Prop :=
  ∀ v : n → ℝ, c * (v ⬝ᵥ v) ≤ v ⬝ᵥ S *ᵥ v ∧ v ⬝ᵥ S *ᵥ v ≤ c' * (v ⬝ᵥ v)
```

Amplitudes and eigenvalues may be complex, so the real matrices must also act on complex vectors. `toC` makes that conversion, and a complex vector is split as $v=x+iy$ with real $x$ and $y$.

```lean
/-- A real matrix regarded as a complex one. -/
def toC (S : Matrix n n ℝ) : Matrix n n ℂ := S.map Complex.ofReal

/-- The real part of a complex amplitude vector. -/
def rePart (v : n → ℂ) : n → ℝ := fun i => (v i).re

/-- The imaginary part of a complex amplitude vector. -/
def imPart (v : n → ℂ) : n → ℝ := fun i => (v i).im
```

Two elementary facts are needed: $|v|^2>0$ for $v\neq0$, and $\langle x,Sy\rangle=\langle y,Sx\rangle$ for symmetric $S$.

```lean
/-- A nonzero real vector has positive squared length. -/
lemma self_pos {v : n → ℝ} (hv : v ≠ 0) : 0 < v ⬝ᵥ v := by
  obtain ⟨i, hi⟩ := Function.ne_iff.1 hv
  exact Finset.sum_pos' (fun j _ => mul_self_nonneg (v j))
    ⟨i, Finset.mem_univ i, mul_self_pos.2 hi⟩

/-- A symmetric matrix has a symmetric bilinear form. -/
lemma form_symm {S : Matrix n n ℝ} (hS : S.IsSymm) (x y : n → ℝ) :
    x ⬝ᵥ S *ᵥ y = y ⬝ᵥ S *ᵥ x := by
  rw [Matrix.dotProduct_mulVec x S y, ← Matrix.mulVec_transpose, hS.eq,
    dotProduct_comm (S *ᵥ x) y]
```

## Comparing K² with K

Put $w=Kv$ and $p=\langle v,Kv\rangle$. Since $a|v|^2\le p$,

$$0\le|w-av|^2=|w|^2-2ap+a^2|v|^2\le|w|^2-ap,$$

so $ap\le|w|^2$. For the upper bound, apply the positive form of $K$ to $a'v-w$. Symmetry gives $\langle v,Kw\rangle=|w|^2$, and hence

$$0\le a'^2p-2a'|w|^2+\langle w,Kw\rangle\le a'^2p-a'|w|^2.$$

For $v\ne0$ the form bounds force $a'\ge a>0$, so dividing by $a'$ gives $|w|^2\le a'p$. The case $v=0$ is immediate. In the code, `h0` is the nonnegative expression in each half, and `nlinarith` combines it with the form bounds.

```lean
/-- If `a I ≤ K ≤ a' I` with `K` symmetric and `a > 0`, then `a K ≤ K² ≤ a' K` as quadratic
forms. -/
theorem square_bounds {K : Matrix n n ℝ} (hS : K.IsSymm) (ha : 0 < a)
    (hK : FormBounds a a' K) (v : n → ℝ) :
    a * (v ⬝ᵥ K *ᵥ v) ≤ (K *ᵥ v) ⬝ᵥ (K *ᵥ v) ∧
      (K *ᵥ v) ⬝ᵥ (K *ᵥ v) ≤ a' * (v ⬝ᵥ K *ᵥ v) := by
  by_cases hv : v = 0
  · simp [hv]
  have hvv := self_pos hv
  have ha' : 0 < a' := by
    have h := (hK v).1.trans (hK v).2
    exact ha.trans_le (le_of_mul_le_mul_right h hvv)
  obtain ⟨w, hw⟩ : ∃ w, K *ᵥ v = w := ⟨_, rfl⟩
  have hvw : v ⬝ᵥ K *ᵥ w = w ⬝ᵥ w := by rw [form_symm hS, hw]
  have h1 := (hK v).1
  rw [hw] at h1 ⊢
  constructor
  · -- the squared length of `K v - a v` is nonnegative
    have h0 : 0 ≤ (w - a • v) ⬝ᵥ (w - a • v) :=
      Finset.sum_nonneg (fun i _ => mul_self_nonneg ((w - a • v) i))
    simp only [sub_dotProduct, dotProduct_sub, smul_dotProduct, dotProduct_smul,
      smul_eq_mul, dotProduct_comm w v] at h0
    nlinarith [mul_le_mul_of_nonneg_left h1 ha.le]
  · -- the form of `K` is nonnegative on `a' v - K v`
    have h0 : 0 ≤ (a' • v - w) ⬝ᵥ K *ᵥ (a' • v - w) :=
      (mul_nonneg ha.le (Finset.sum_nonneg
        (fun i _ => mul_self_nonneg ((a' • v - w) i)))).trans (hK _).1
    simp only [Matrix.mulVec_sub, Matrix.mulVec_smul, sub_dotProduct, dotProduct_sub,
      smul_dotProduct, dotProduct_smul, smul_eq_mul, hw, hvw] at h0
    have h2 := (hK w).2
    refine le_of_mul_le_mul_left ?_ ha'
    nlinarith
```

## Enclosing a real eigenvalue

Let $MKv=\lambda v$ with $v\ne0$ real. Taking the inner product with $Kv$ gives $\langle Kv,MKv\rangle=\lambda p$, where $p>0$. The bounds on $M$, applied to the vector $Kv$, and the previous step give

$$ab\,p\le b|Kv|^2\le\lambda p\le b'|Kv|^2\le a'b'\,p.$$

The last inequality uses $b'>0$, which holds because $Kv\ne0$ and the form bounds on $M$ then force $b'\ge b$. Dividing by $p$ encloses $\lambda$. The argument uses the symmetry of $K$ but not that of $M$.

```lean
/-- Bounds on a real eigenvalue of the product `M K`, from semidefinite bounds on the factors. -/
theorem real_eigenvalue_bounds {M K : Matrix n n ℝ} (hS : K.IsSymm) (ha : 0 < a) (hb : 0 < b)
    (hK : FormBounds a a' K) (hM : FormBounds b b' M) {l : ℝ} {v : n → ℝ} (hv : v ≠ 0)
    (h : M *ᵥ (K *ᵥ v) = l • v) : a * b ≤ l ∧ l ≤ a' * b' := by
  have hp : 0 < v ⬝ᵥ K *ᵥ v := (mul_pos ha (self_pos hv)).trans_le (hK v).1
  obtain ⟨q1, q2⟩ := square_bounds hS ha hK v
  have hq : 0 < (K *ᵥ v) ⬝ᵥ (K *ᵥ v) := (mul_pos ha hp).trans_le q1
  obtain ⟨m1, m2⟩ := hM (K *ᵥ v)
  have hb' : 0 < b' := hb.trans_le (le_of_mul_le_mul_right (m1.trans m2) hq)
  rw [h, dotProduct_smul, smul_eq_mul, dotProduct_comm (K *ᵥ v) v] at m1 m2
  constructor
  · refine le_of_mul_le_mul_right ?_ hp
    nlinarith [mul_le_mul_of_nonneg_left q1 hb.le]
  · refine le_of_mul_le_mul_right ?_ hp
    nlinarith [mul_le_mul_of_nonneg_left q2 hb'.le]
```

## Excluding complex eigenvalues

A real matrix acts separately on the real and imaginary parts of a vector, and a nonzero complex vector has at least one nonzero part.

```lean
lemma rePart_mulVec (S : Matrix n n ℝ) (v : n → ℂ) :
    rePart (toC S *ᵥ v) = S *ᵥ rePart v := by
  ext i
  simp [rePart, toC, Matrix.mulVec, dotProduct, Complex.re_sum]

lemma imPart_mulVec (S : Matrix n n ℝ) (v : n → ℂ) :
    imPart (toC S *ᵥ v) = S *ᵥ imPart v := by
  ext i
  simp [imPart, toC, Matrix.mulVec, dotProduct, Complex.im_sum]

lemma part_ne_zero {v : n → ℂ} (hv : v ≠ 0) : rePart v ≠ 0 ∨ imPart v ≠ 0 := by
  by_contra! h
  exact hv (funext fun i => Complex.ext (congrFun h.1 i) (congrFun h.2 i))
```

Now let $\lambda=\lambda_r+i\lambda_i$ be an eigenvalue with eigenvector $x+iy$. Then

$$MKx=\lambda_rx-\lambda_iy,\qquad MKy=\lambda_ry+\lambda_ix.$$

Symmetry of $M$ gives $\langle Ky,MKx\rangle=\langle Kx,MKy\rangle$, that is,

$$\lambda_r\langle x,Ky\rangle-\lambda_i\langle y,Ky\rangle=\lambda_r\langle y,Kx\rangle+\lambda_i\langle x,Kx\rangle.$$

The $\lambda_r$ terms cancel by symmetry of $K$, leaving

$$\lambda_i\big(\langle x,Kx\rangle+\langle y,Ky\rangle\big)=0.$$

The bracket is positive, so $\lambda_i=0$. Whichever of $x$ and $y$ is nonzero is then a real eigenvector, and the previous enclosure applies. The theorem states the conclusion as `l.im = 0` together with bounds on `l.re`.

```lean
/-- For symmetric `A` and `B` with `a I ≤ A + B ≤ a' I`, `b I ≤ A - B ≤ b' I` and `a, b > 0`, every
complex eigenvalue of `(A - B)(A + B)` is real and lies between `a b` and `a' b'`. -/
theorem eigenvalue_bounds {A B : Matrix n n ℝ} (hA : A.IsSymm) (hB : B.IsSymm)
    (ha : 0 < a) (hb : 0 < b) (hK : FormBounds a a' (A + B)) (hM : FormBounds b b' (A - B))
    {l : ℂ} {v : n → ℂ} (hv : v ≠ 0) (h : toC ((A - B) * (A + B)) *ᵥ v = l • v) :
    l.im = 0 ∧ a * b ≤ l.re ∧ l.re ≤ a' * b' := by
  have sK : (A + B).IsSymm := hA.add hB
  have sM : (A - B).IsSymm := hA.sub hB
  have hx : (A - B) *ᵥ ((A + B) *ᵥ rePart v) = l.re • rePart v - l.im • imPart v := by
    rw [Matrix.mulVec_mulVec, ← rePart_mulVec, h]
    ext i
    simp [rePart, imPart]
  have hy : (A - B) *ᵥ ((A + B) *ᵥ imPart v) = l.re • imPart v + l.im • rePart v := by
    rw [Matrix.mulVec_mulVec, ← imPart_mulVec, h]
    ext i
    simp [rePart, imPart]
  have hne := part_ne_zero hv
  generalize rePart v = x at hx hy hne
  generalize imPart v = y at hx hy hne
  have nonneg : ∀ u : n → ℝ, 0 ≤ u ⬝ᵥ (A + B) *ᵥ u := fun u =>
    (mul_nonneg ha.le (Finset.sum_nonneg (fun i _ => mul_self_nonneg (u i)))).trans (hK u).1
  have pos : ∀ u : n → ℝ, u ≠ 0 → 0 < u ⬝ᵥ (A + B) *ᵥ u := fun u hu =>
    (mul_pos ha (self_pos hu)).trans_le (hK u).1
  have hsum : 0 < x ⬝ᵥ (A + B) *ᵥ x + y ⬝ᵥ (A + B) *ᵥ y := by
    rcases hne with h1 | h1
    · linarith [pos x h1, nonneg y]
    · linarith [pos y h1, nonneg x]
  -- symmetry of both factors and positivity of `A + B` exclude an imaginary part
  have him : l.im = 0 := by
    have e := form_symm sM ((A + B) *ᵥ y) ((A + B) *ᵥ x)
    rw [hx, hy, dotProduct_comm ((A + B) *ᵥ y), dotProduct_comm ((A + B) *ᵥ x)] at e
    simp only [sub_dotProduct, add_dotProduct, smul_dotProduct, smul_eq_mul] at e
    have e2 := form_symm sK x y
    have e3 : l.im * (x ⬝ᵥ (A + B) *ᵥ x + y ⬝ᵥ (A + B) *ᵥ y) = 0 := by
      linear_combination l.re * e2 - e
    exact (mul_eq_zero.1 e3).resolve_right hsum.ne'
  refine ⟨him, ?_⟩
  rw [him, zero_smul] at hx hy
  rcases hne with h1 | h1
  · exact real_eigenvalue_bounds sK ha hb hK hM h1 (by rw [hx, sub_zero])
  · exact real_eigenvalue_bounds sK ha hb hK hM h1 (by rw [hy, add_zero])
```

## From eigenvalues to frequencies

The sign convention for the RPA equations is

$$AX+BY=\omega X,\qquad BX+AY=-\omega Y,$$

with $X$ and $Y$ complex and not both zero; no normalisation is imposed. Their sum and difference are

$$K(X+Y)=\omega(X-Y),\qquad M(X-Y)=\omega(X+Y),$$

so $MK(X+Y)=\omega^2(X+Y)$. This is an eigenvalue equation only if $X+Y\neq0$. If $X+Y$ vanished, then $M(X-Y)=0$; since $M$ is positive, $X-Y=0$ and both amplitudes would vanish.

Thus $\omega^2$ is real and at least $ab>0$. From $\operatorname{Im}\omega^2=2\operatorname{Re}\omega\operatorname{Im}\omega=0$, either $\omega$ is real or it is purely imaginary. The second case would give $\omega^2\le0$, so $\omega$ is real.

```lean
/-- Let `A` and `B` be symmetric with `a I ≤ A + B ≤ a' I`, `b I ≤ A - B ≤ b' I` and `a, b > 0`.
Every frequency `ω` of the RPA equations `A X + B Y = ω X`, `B X + A Y = -ω Y`, with `X` and `Y` not
both zero, is real, and its square lies between `a b` and `a' b'`. -/
theorem rpa_frequency_bounds {A B : Matrix n n ℝ} (hA : A.IsSymm) (hB : B.IsSymm)
    (ha : 0 < a) (hb : 0 < b) (hK : FormBounds a a' (A + B)) (hM : FormBounds b b' (A - B))
    {ω : ℂ} {X Y : n → ℂ} (hXY : X ≠ 0 ∨ Y ≠ 0)
    (h1 : toC A *ᵥ X + toC B *ᵥ Y = ω • X) (h2 : toC B *ᵥ X + toC A *ᵥ Y = -(ω • Y)) :
    ω.im = 0 ∧ a * b ≤ ω.re ^ 2 ∧ ω.re ^ 2 ≤ a' * b' := by
  have cadd : toC (A + B) = toC A + toC B := by ext i j; simp [toC]
  have csub : toC (A - B) = toC A - toC B := by ext i j; simp [toC]
  have cmul : toC ((A - B) * (A + B)) = toC (A - B) * toC (A + B) := by
    ext i j
    simp [toC, Matrix.mul_apply]
  -- sum and difference of the two RPA equations
  have eK : toC (A + B) *ᵥ (X + Y) = ω • (X - Y) := by
    rw [cadd, Matrix.add_mulVec, Matrix.mulVec_add, Matrix.mulVec_add]
    linear_combination (norm := module) h1 + h2
  have eM : toC (A - B) *ᵥ (X - Y) = ω • (X + Y) := by
    rw [csub, Matrix.sub_mulVec, Matrix.mulVec_sub, Matrix.mulVec_sub]
    linear_combination (norm := module) h1 - h2
  have hs : X + Y ≠ 0 := by
    intro hs
    rw [hs, smul_zero] at eM
    have ker : ∀ u : n → ℝ, (A - B) *ᵥ u = 0 → u = 0 := by
      intro u hu
      by_contra hne
      have h3 := (hM u).1
      rw [hu, dotProduct_zero] at h3
      linarith [mul_pos hb (self_pos hne)]
    have hd : X - Y = 0 := by
      by_contra hne
      rcases part_ne_zero hne with h3 | h3
      · exact h3 (ker _ (by rw [← rePart_mulVec, eM]; ext i; simp [rePart]))
      · exact h3 (ker _ (by rw [← imPart_mulVec, eM]; ext i; simp [imPart]))
    have hEq : X = Y := sub_eq_zero.1 hd
    have hY : Y = 0 := by
      ext i
      have h3 := congrFun hs i
      rw [hEq] at h3
      simp only [Pi.add_apply, Pi.zero_apply] at h3 ⊢
      linear_combination (1 / 2) * h3
    rcases hXY with h3 | h3
    · exact h3 (hEq.trans hY)
    · exact h3 hY
  have e : toC ((A - B) * (A + B)) *ᵥ (X + Y) = (ω * ω) • (X + Y) := by
    rw [cmul, ← Matrix.mulVec_mulVec, eK, Matrix.mulVec_smul, eM, smul_smul]
  obtain ⟨i0, l1, l2⟩ := eigenvalue_bounds hA hB ha hb hK hM hs e
  rw [Complex.mul_im] at i0
  rw [Complex.mul_re] at l1 l2
  -- a real positive square has a real root
  have him : ω.im = 0 := by
    have h3 : ω.re * ω.im = 0 := by linarith
    rcases mul_eq_zero.1 h3 with h4 | h4
    · rw [h4] at l1
      nlinarith [mul_pos ha hb, mul_self_nonneg ω.im]
    · exact h4
  rw [him] at l1 l2
  exact ⟨him, by nlinarith, by nlinarith⟩
```

## A coupled example and an unstable one

Take

$$A=\begin{pmatrix}3/2&1/2\\1/2&2\end{pmatrix},\qquad B=\begin{pmatrix}-1/2&-1/2\\-1/2&0\end{pmatrix}.$$

Then $K=\operatorname{diag}(1,2)$, while $M=\begin{pmatrix}2&1\\1&2\end{pmatrix}$ has eigenvalues $1$ and $3$. The predicted interval for $\omega^2$ is $[1,6]$. The product $MK=\begin{pmatrix}2&2\\1&4\end{pmatrix}$ has trace $6$ and determinant $6$, so $\omega^2=3\pm\sqrt3$, about $1.27$ and $4.73$.

Without $a>0$ the conclusion can fail for a single pair. Let $A=1/2$ and $B=-3/2$, so $K=-1$ and $M=2$. The choices $a=-1$, $a'=1$, $b=1$, $b'=2$ satisfy all the other hypotheses, yet $\omega^2=-2$ lies below $ab=-1$, and $\omega=\pm i\sqrt2$ is imaginary.

## Both bounds attained by two uncoupled excitations

Let $K=\operatorname{diag}(a,a')$ and $M=\operatorname{diag}(b,b')$, which corresponds to

$$A=\tfrac12\operatorname{diag}(a+b,\;a'+b'),\qquad B=\tfrac12\operatorname{diag}(a-b,\;a'-b').$$

```lean
/-- A diagonal two-level matrix with entries `p` and `q`. -/
def twoLevel (p q : ℝ) : Matrix (Fin 2) (Fin 2) ℝ := !![p, 0; 0, q]
```

The matrix $\operatorname{diag}(p,q)$ is symmetric, and for $p\le q$ its form $pv_0^2+qv_1^2$ lies between $p|v|^2$ and $q|v|^2$.

```lean
lemma twoLevel_symm (p q : ℝ) : (twoLevel p q).IsSymm := by
  unfold Matrix.IsSymm
  ext i j
  fin_cases i <;> fin_cases j <;> simp [twoLevel]

lemma twoLevel_bounds {p q : ℝ} (h : p ≤ q) : FormBounds p q (twoLevel p q) := by
  intro v
  have e1 : v ⬝ᵥ twoLevel p q *ᵥ v = p * (v 0 * v 0) + q * (v 1 * v 1) := by
    simp [twoLevel, Matrix.mulVec, dotProduct, Fin.sum_univ_two]
    ring
  have e2 : v ⬝ᵥ v = v 0 * v 0 + v 1 * v 1 := by
    simp [dotProduct, Fin.sum_univ_two]
  rw [e1, e2]
  constructor <;> nlinarith [mul_nonneg (sub_nonneg.2 h) (mul_self_nonneg (v 0)),
    mul_nonneg (sub_nonneg.2 h) (mul_self_nonneg (v 1))]
```

The product $MK=\operatorname{diag}(ab,a'b')$ has the unit vectors $(1,0)$ and $(0,1)$ as eigenvectors, with eigenvalues $ab$ and $a'b'$. With $0<a\le a'$ and $0<b\le b'$ all hypotheses of the eigenvalue theorem are met, so neither bound can be tightened using $a,a',b,b'$ alone.

```lean
/-- For any `a ≤ a'` and `b ≤ b'`, an explicit two-level pair `A`, `B` meets the symmetry and
semidefinite bounds, and `(A - B)(A + B)` has both `a b` and `a' b'` as eigenvalues. -/
theorem bounds_attained_witness (h : a ≤ a') (k : b ≤ b') :
    let A := twoLevel ((a + b) / 2) ((a' + b') / 2)
    let B := twoLevel ((a - b) / 2) ((a' - b') / 2)
    A.IsSymm ∧ B.IsSymm ∧ FormBounds a a' (A + B) ∧ FormBounds b b' (A - B) ∧
      ((A - B) * (A + B)) *ᵥ ![1, 0] = (a * b) • ![1, 0] ∧
      ((A - B) * (A + B)) *ᵥ ![0, 1] = (a' * b') • ![0, 1] := by
  intro A B
  have e1 : A + B = twoLevel a a' := by
    ext i j
    fin_cases i <;> fin_cases j <;> simp [A, B, twoLevel] <;> ring
  have e2 : A - B = twoLevel b b' := by
    ext i j
    fin_cases i <;> fin_cases j <;> simp [A, B, twoLevel] <;> ring
  rw [e1, e2]
  refine ⟨twoLevel_symm _ _, twoLevel_symm _ _, twoLevel_bounds h, twoLevel_bounds k, ?_, ?_⟩
  · ext i
    fin_cases i <;> simp [twoLevel, Matrix.mulVec, dotProduct, Fin.sum_univ_two]
    ring
  · ext i
    fin_cases i <;> simp [twoLevel, Matrix.mulVec, dotProduct, Fin.sum_univ_two]
    ring

end

end RPAFrequencyBounds
```

```lean
#print axioms RPAFrequencyBounds.rpa_frequency_bounds
-- 'RPAFrequencyBounds.rpa_frequency_bounds' depends on axioms: [propext, Classical.choice, Quot.sound]
```
